# In a one-parameter jellium surface model, a larger gradient coefficient softens the electron profile and raises the dipole barrier

At a metal surface, electrons spill past the edge of the positive background and leave a dipole layer that an escaping electron must cross. Suppose the density decays exponentially with inverse length b > 0. A small b means a soft profile, a large b a steep one. Which b has the lowest surface energy, and how does it respond to the gradient term?

In Lean 4 with Mathlib:

```lean
import Mathlib

open MeasureTheory

namespace JelliumSurface

noncomputable section

/-- Variational surface energy at inverse decay length `b ≠ 0`, with local, electrostatic
and gradient coefficients `A`, `B` and `C`. -/
def surfaceEnergy (A B C b : ℝ) : ℝ := -A / b + B / b ^ 3 + C * b
```

A `def` introduces a function, here

E(b) = -A/b + B/b³ + Cb.

The powers of b follow from scaling at fixed bulk density: local energy densities, with the bulk value subtracted inside the edge, give a term in 1/b, the electrostatic energy of the charge imbalance one in 1/b³, and a second-order gradient correction one in b. The coefficients A, B, C are given real numbers, not computed from a density functional.

```lean
/-- Closed formula for the optimal inverse decay length, for `B > 0` and `C > 0`. -/
def optimalDecay (A B C : ℝ) : ℝ :=
  √((√(A ^ 2 + 12 * B * C) - A) / (2 * C))
```

This is the candidate optimum, the square root of (√(A² + 12BC) - A)/(2C).

```lean
/-- Uniform positive background of density `n` filling the half-space `z < 0`. -/
def background (n z : ℝ) : ℝ := if z < 0 then n else 0
```

The background has density n for z < 0 and vanishes outside: a sharp, planar edge without a lattice.

```lean
/-- Exponential trial profile of the electron density, with bulk density `n` and
inverse decay length `b`. -/
def electronDensity (n b z : ℝ) : ℝ :=
  if z < 0 then n - n / 2 * Real.exp (b * z) else n / 2 * Real.exp (-(b * z))
```

The electron density is n - (n/2)e^(bz) inside and (n/2)e^(-bz) outside, so it equals n/2 at the edge.

```lean
/-- Electrostatic dipole barrier in atomic units for `b > 0`: `4π` times the first moment of
the electron density minus the background density. -/
def dipoleBarrier (n b : ℝ) : ℝ :=
  4 * Real.pi * ∫ z : ℝ, z * (electronDensity n b z - background n z)
```

The barrier, in atomic units, is 4π∫ z(electrons - background) dz. It is positive when electrons spill outwards.

```lean
/-- The derivative of the surface energy with respect to the inverse decay length `b ≠ 0`. -/
theorem surfaceEnergy_hasDerivAt (A B C : ℝ) {b : ℝ} (hb : b ≠ 0) :
    HasDerivAt (surfaceEnergy A B C) ((C * b ^ 4 + A * b ^ 2 - 3 * B) / b ^ 4) b := by
  have hp : HasDerivAt (fun x : ℝ => x ^ 3) (3 * b ^ 2) b := by
    simpa using hasDerivAt_pow 3 b
  have h1 := (hasDerivAt_const b (-A)).fun_div (hasDerivAt_id' b) hb
  have h2 := (hasDerivAt_const b B).fun_div hp (pow_ne_zero 3 hb)
  have h3 := (hasDerivAt_id' b).const_mul C
  have h := (h1.fun_add h2).fun_add h3
  refine h.congr_deriv ?_
  field_simp
  ring
```

In a `theorem`, the variables and hypotheses stand in brackets after the name, and the claim follows the first colon outside these brackets. `HasDerivAt` says that the derivative at b exists and has the given value:

E′(b) = A/b² - 3B/b⁴ + C = (Cb⁴ + Ab² - 3B)/b⁴.

The proof differentiates term by term; `field_simp` and `ring` put the result over b⁴. Stationarity therefore means Cb⁴ + Ab² = 3B.

```lean
/-- For positive electrostatic and gradient coefficients, the optimal inverse decay length is
positive, has the stated square, and satisfies the stationarity condition. -/
theorem optimalDecay_spec (A : ℝ) {B C : ℝ} (hB : 0 < B) (hC : 0 < C) :
    0 < optimalDecay A B C ∧
    optimalDecay A B C ^ 2 = (√(A ^ 2 + 12 * B * C) - A) / (2 * C) ∧
    C * optimalDecay A B C ^ 4 + A * optimalDecay A B C ^ 2 = 3 * B := by
  have hBC : 0 < B * C := mul_pos hB hC
  have hS : √(A ^ 2 + 12 * B * C) ^ 2 = A ^ 2 + 12 * B * C :=
    Real.sq_sqrt (by positivity)
  have hlt : A < √(A ^ 2 + 12 * B * C) := Real.lt_sqrt_of_sq_lt (by nlinarith)
  have hq : 0 < (√(A ^ 2 + 12 * B * C) - A) / (2 * C) :=
    div_pos (sub_pos.mpr hlt) (by positivity)
  have hsq : optimalDecay A B C ^ 2 = (√(A ^ 2 + 12 * B * C) - A) / (2 * C) :=
    Real.sq_sqrt hq.le
  refine ⟨Real.sqrt_pos.mpr hq, hsq, ?_⟩
  -- the square solves a quadratic equation
  have h : optimalDecay A B C ^ 2 * (2 * C) = √(A ^ 2 + 12 * B * C) - A :=
    (eq_div_iff (by positivity)).mp hsq
  have h4 : 4 * C ≠ 0 := by positivity
  apply mul_left_cancel₀ h4
  linear_combination
    (optimalDecay A B C ^ 2 * (2 * C) + A + √(A ^ 2 + 12 * B * C)) * h + hS
```

For B, C > 0 and any real A, the candidate is positive, has the stated square and is stationary. Write S = √(A² + 12BC) and x = b². Since S² > A², we have S > A, so x = (S - A)/(2C) is positive. Then 2Cx + A = S, and squaring gives

4C(Cx² + Ax) = 12BC.

Cancelling 4C leaves the stationarity condition. `linear_combination` does the squaring step.

```lean
/-- The exact energy cost of replacing a nonzero stationary inverse decay length `s` by
another nonzero value `b`. -/
theorem energy_excess {A B C s b : ℝ} (hs : s ≠ 0) (hb : b ≠ 0)
    (hstat : C * s ^ 4 + A * s ^ 2 = 3 * B) :
    surfaceEnergy A B C b - surfaceEnergy A B C s =
      (b - s) ^ 2 * (B * (2 * b + s) / (s ^ 3 * b ^ 3) + C / b) := by
  -- eliminate the local coefficient by stationarity
  have hA : A = (3 * B - C * s ^ 4) / s ^ 2 := by
    rw [eq_div_iff (pow_ne_zero 2 hs)]
    linarith
  unfold surfaceEnergy
  rw [hA]
  field_simp
  ring
```

Let s be stationary. Factoring out b - s,

E(b) - E(s) = (b - s)[A/(sb) - B(b² + bs + s²)/(s³b³) + C].

Insert A = 3B/s² - Cs², which is `hA` in the proof. The bracket becomes

B(2b² - bs - s²)/(s³b³) + C(b - s)/b,

and 2b² - bs - s² = (b - s)(2b + s). A second factor b - s comes out, which gives the stated identity.

```lean
/-- For positive electrostatic and gradient coefficients, the surface energy has a unique
minimizer among positive inverse decay lengths, and its square is given in closed form. -/
theorem unique_minimizer (A : ℝ) {B C : ℝ} (hB : 0 < B) (hC : 0 < C) :
    0 < optimalDecay A B C ∧
    optimalDecay A B C ^ 2 = (√(A ^ 2 + 12 * B * C) - A) / (2 * C) ∧
    ∀ b : ℝ, 0 < b → b ≠ optimalDecay A B C →
      surfaceEnergy A B C (optimalDecay A B C) < surfaceEnergy A B C b := by
  obtain ⟨hs, hsq, hstat⟩ := optimalDecay_spec A hB hC
  refine ⟨hs, hsq, fun b hb hne => ?_⟩
  have hex := energy_excess hs.ne' hb.ne' hstat
  have hd : 0 < (b - optimalDecay A B C) ^ 2 :=
    lt_of_le_of_ne (sq_nonneg _) (Ne.symm (pow_ne_zero 2 (sub_ne_zero.mpr hne)))
  have hpos := mul_pos hd (show 0 < B * (2 * b + optimalDecay A B C) /
    (optimalDecay A B C ^ 3 * b ^ 3) + C / b by positivity)
  linarith
```

With B, C, b and s positive, the excess energy is a positive square times a positive factor whenever b ≠ s. Every other positive b therefore costs strictly more, so the minimizer exists and is unique.

For A = 0 it reduces to b² = √(3B/C), a balance of electrostatics and gradient. Allowing B = 0 would break the theorem when A is positive: with A = C = 1, E(b) = b - 1/b falls without bound as b → 0.

```lean
/-- At fixed local coefficient and fixed positive electrostatic coefficient, the optimal
inverse decay length strictly decreases as the positive gradient coefficient grows. -/
theorem optimalDecay_strictAnti (A : ℝ) {B C₁ C₂ : ℝ} (hB : 0 < B) (hC : 0 < C₁)
    (h12 : C₁ < C₂) : optimalDecay A B C₂ < optimalDecay A B C₁ := by
  obtain ⟨h1, -, e1⟩ := optimalDecay_spec A hB hC
  obtain ⟨h2, -, e2⟩ := optimalDecay_spec A hB (hC.trans h12)
  by_contra hcon
  have huv : optimalDecay A B C₁ ^ 2 ≤ optimalDecay A B C₂ ^ 2 :=
    pow_le_pow_left₀ h1.le (not_lt.mp hcon) 2
  have hu : 0 < optimalDecay A B C₁ ^ 2 := pow_pos h1 2
  have hv : 0 < optimalDecay A B C₂ ^ 2 := pow_pos h2 2
  have hlt : C₁ * optimalDecay A B C₁ ^ 2 < C₂ * optimalDecay A B C₂ ^ 2 :=
    (mul_lt_mul_of_pos_right h12 hu).trans_le
      (mul_le_mul_of_nonneg_left huv (hC.trans h12).le)
  -- eliminate the local coefficient between the two stationarity conditions
  have key : optimalDecay A B C₁ ^ 2 * optimalDecay A B C₂ ^ 2 *
      (C₂ * optimalDecay A B C₂ ^ 2 - C₁ * optimalDecay A B C₁ ^ 2) =
      3 * B * (optimalDecay A B C₁ ^ 2 - optimalDecay A B C₂ ^ 2) := by
    linear_combination optimalDecay A B C₁ ^ 2 * e2 - optimalDecay A B C₂ ^ 2 * e1
  have hleft := mul_pos (mul_pos hu hv) (sub_pos.mpr hlt)
  have hright := mul_nonneg (show 0 ≤ 3 * B by positivity) (sub_nonneg.mpr huv)
  linarith
```

Let C₁ < C₂, with squared optima u and v. Multiply the second stationarity condition by u, the first by v, and subtract:

uv(C₂v - C₁u) = 3B(u - v).

If u ≤ v, then C₁u < C₂u ≤ C₂v, so the left side is positive while the right is not. Hence v < u. `by_contra` starts this contradiction, `key` is the displayed equation, and `linarith` closes it.

```lean
/-- The exponential profile with inverse decay length `b > 0` has dipole barrier
`4πn/b²`. -/
theorem dipoleBarrier_eq (n : ℝ) {b : ℝ} (hb : 0 < b) :
    dipoleBarrier n b = 4 * Real.pi * n / b ^ 2 := by
  -- the charge imbalance is odd, so its first moment has an even integrand
  have heven : ∀ z : ℝ, z * (electronDensity n b z - background n z) =
      n / 2 * (|z| * Real.exp (-(b * |z|))) := by
    intro z
    by_cases hz : z < 0
    · simp only [electronDensity, background, if_pos hz, abs_of_neg hz]
      have he : -(b * -z) = b * z := by ring
      rw [he]
      ring
    · simp only [electronDensity, background, if_neg hz, abs_of_nonneg (not_lt.mp hz)]
      ring
  have hhalf : ∫ t in Set.Ioi (0 : ℝ), t * Real.exp (-(b * t)) = 1 / b ^ 2 := by
    have h := Real.integral_rpow_mul_exp_neg_mul_Ioi (a := 2) (r := b) two_pos hb
    have e : (2 : ℝ) - 1 = 1 := by norm_num
    rw [e, Real.Gamma_two, mul_one, Real.rpow_two] at h
    simp only [Real.rpow_one] at h
    rw [h, div_pow, one_pow]
  have hfold : ∫ z : ℝ, n / 2 * (|z| * Real.exp (-(b * |z|))) =
      2 * ∫ t in Set.Ioi (0 : ℝ), n / 2 * (t * Real.exp (-(b * t))) :=
    integral_comp_abs (f := fun t => n / 2 * (t * Real.exp (-(b * t))))
  unfold dipoleBarrier
  simp_rw [heven]
  rw [hfold, integral_const_mul, hhalf]
  ring
```

On both sides of the edge the integrand equals (n/2)|z|e^(-b|z|), which is `heven`. Folding the integral onto t > 0 (`hfold`) and using ∫ t e^(-bt) dt = Γ(2)/b² = 1/b² (`hhalf`) gives

4π · 2 · (n/2) · 1/b² = 4πn/b².

```lean
/-- At fixed local and positive electrostatic coefficients and positive bulk density, a larger
positive gradient coefficient raises the optimal profile's density at every point outside the
background edge and raises its dipole barrier. -/
theorem gradient_softens_profile (A : ℝ) {B C₁ C₂ n : ℝ} (hB : 0 < B) (hC : 0 < C₁)
    (h12 : C₁ < C₂) (hn : 0 < n) :
    (∀ z : ℝ, 0 < z → electronDensity n (optimalDecay A B C₁) z <
      electronDensity n (optimalDecay A B C₂) z) ∧
    dipoleBarrier n (optimalDecay A B C₁) < dipoleBarrier n (optimalDecay A B C₂) := by
  have h1 := (optimalDecay_spec A hB hC).1
  have h2 := (optimalDecay_spec A hB (hC.trans h12)).1
  have hlt := optimalDecay_strictAnti A hB hC h12
  constructor
  · intro z hz
    simp only [electronDensity, if_neg (not_lt.mpr hz.le)]
    exact mul_lt_mul_of_pos_left
      (Real.exp_lt_exp.mpr (neg_lt_neg (mul_lt_mul_of_pos_right hlt hz))) (half_pos hn)
  · rw [dipoleBarrier_eq n h1, dipoleBarrier_eq n h2]
    have hpi := Real.pi_pos
    exact div_lt_div_of_pos_left (by positivity) (pow_pos h2 2)
      (pow_lt_pow_left₀ hlt h2.le two_ne_zero)

end

end JelliumSurface
```

Now n > 0, and C grows while A, B and n stay fixed. The optimal b decreases, so e^(-bz) increases at every z > 0, and so does 4πn/b². The `constructor` tactic splits these two claims.

In jellium, the dipole barrier is the electrostatic part of the work function, so within this exponential model with fixed coefficients, a stronger gradient term raises that part.

```lean
#print axioms JelliumSurface.surfaceEnergy_hasDerivAt
#print axioms JelliumSurface.unique_minimizer
#print axioms JelliumSurface.gradient_softens_profile
```

```
'JelliumSurface.surfaceEnergy_hasDerivAt' depends on axioms: [propext, Classical.choice, Quot.sound]
'JelliumSurface.unique_minimizer' depends on axioms: [propext, Classical.choice, Quot.sound]
'JelliumSurface.gradient_softens_profile' depends on axioms: [propext, Classical.choice, Quot.sound]
```
